# Hermiticity of the Bloch and des Cloizeaux Effective Hamiltonians

Give the matrix

$$\begin{pmatrix}0&1\\2&0\end{pmatrix}$$

to an eigenvalue routine for Hermitian matrices. Such a routine typically reads one triangle and infers the other, so it returns $\pm1$ or $\pm2$, depending on the triangle. The eigenvalues are $\pm\sqrt2$. The matrix is a Bloch effective Hamiltonian of a three-site hopping chain, describing two of its three eigenstates on two of its sites, and nothing in the chain itself is non-Hermitian. The asymmetry comes from describing exact eigenstates by their components in a smaller model space, where these components need not be orthogonal.

The effective Hamiltonian is nevertheless Hermitian with respect to a suitable inner product. The square root of the corresponding overlap matrix turns it into an ordinary Hermitian matrix with the same eigenvalues.

## The overlap of the dressed states restores Hermiticity

Split a finite orthonormal basis into a model space and an external space. The Hamiltonian is then

$$H=\begin{pmatrix}A&B\\B^\dagger&D\end{pmatrix},\qquad A^\dagger=A,\quad D^\dagger=D,$$

with an arbitrary rectangular coupling $B$. A matrix $X$ from the model space to the external space dresses each model vector $c$ into the full vector $(c,Xc)$. Define

$$H_{\mathrm{eff}}=A+BX,\qquad S=1+X^\dagger X,$$

and suppose that $X$ solves the Bloch equation

$$B^\dagger+DX=X(A+BX)=XH_{\mathrm{eff}}.$$

**Invariance.** Acting with $H$ on the dressed states gives

$$H\begin{pmatrix}1\\X\end{pmatrix}=\begin{pmatrix}A+BX\\B^\dagger+DX\end{pmatrix}.$$

The upper block is $H_{\mathrm{eff}}$ by definition, and the lower block is $XH_{\mathrm{eff}}$ exactly when the Bloch equation holds. The equation therefore says that $H$ maps the space of dressed states into itself. If $H_{\mathrm{eff}}c=Ec$ with $c\neq0$, then $(c,Xc)$ is an eigenvector of $H$ with the same energy $E$.

**Positivity.** The dressed states have overlap matrix $S$, and for $c\neq0$

$$c^\dagger Sc=\|c\|^2+\|Xc\|^2>0.$$

Thus $S$ is positive definite. It has a positive square root $R=S^{1/2}$, which is Hermitian and invertible.

**Hermiticity in the metric.** The Bloch equation replaces $XH_{\mathrm{eff}}$ in the product:

$$\begin{aligned}
SH_{\mathrm{eff}}&=H_{\mathrm{eff}}+X^\dagger(XH_{\mathrm{eff}})\\
&=A+BX+X^\dagger B^\dagger+X^\dagger DX.
\end{aligned}$$

The first and last terms are Hermitian, and the middle two are adjoints of each other. Hence $SH_{\mathrm{eff}}$ is Hermitian. Since $S^\dagger=S$, this is the same as

$$SH_{\mathrm{eff}}=H_{\mathrm{eff}}^\dagger S.$$

**The des Cloizeaux form.** Write $S=R^2$ in the last identity and multiply by $R^{-1}$ on the left and on the right:

$$RH_{\mathrm{eff}}R^{-1}=R^{-1}H_{\mathrm{eff}}^\dagger R=(RH_{\mathrm{eff}}R^{-1})^\dagger.$$

The matrix $K=RH_{\mathrm{eff}}R^{-1}$ is therefore Hermitian. Being similar to $H_{\mathrm{eff}}$, it has the same characteristic polynomial, so the eigenvalues of $H_{\mathrm{eff}}$ are real.

**The commutation criterion.** If $H_{\mathrm{eff}}$ is Hermitian, the metric identity becomes $SH_{\mathrm{eff}}=H_{\mathrm{eff}}S$. Subtracting $H_{\mathrm{eff}}$ from both sides leaves

$$X^\dagger XH_{\mathrm{eff}}=H_{\mathrm{eff}}X^\dagger X.$$

Conversely, if this commutation relation holds, then $H_{\mathrm{eff}}S=SH_{\mathrm{eff}}=H_{\mathrm{eff}}^\dagger S$. Cancelling the invertible $S$ on the right gives $H_{\mathrm{eff}}=H_{\mathrm{eff}}^\dagger$.

## A three-site chain

Number the sites 0, 1 and 2, set the on-site energies to zero and the nearest-neighbour matrix elements to one, and take sites 0 and 1 as the model space. Then

$$A=\begin{pmatrix}0&1\\1&0\end{pmatrix},\qquad B=\begin{pmatrix}0\\1\end{pmatrix},\qquad D=(0).$$

The choice $X=(1\;\;0)$ gives

$$H_{\mathrm{eff}}=\begin{pmatrix}0&1\\2&0\end{pmatrix},\qquad XH_{\mathrm{eff}}=(0\;\;1)=B^\dagger+DX,$$

so the Bloch equation holds. The overlap matrix is $S=\operatorname{diag}(2,1)$, and

$$SH_{\mathrm{eff}}=\begin{pmatrix}0&2\\2&0\end{pmatrix},\qquad
K=\begin{pmatrix}0&\sqrt2\\\sqrt2&0\end{pmatrix}.$$

Both are Hermitian, and $K$ has eigenvalues $\pm\sqrt2$, two of the chain's three energies $0,\pm\sqrt2$.

The normalised eigenvectors of $H_{\mathrm{eff}}$ are $(1,\pm\sqrt2)/\sqrt3$, whose mutual overlap is $-1/3$. The corresponding normalised states of the full chain, $(1,\pm\sqrt2,1)/2$, are orthogonal. The eigenvectors of $K$, $(1,\pm1)/\sqrt2$, are orthogonal within the model space.

## Blocks, amplitudes and the overlap matrix in Lean

The types `m` and `n` label the basis states of the model and external spaces. Both are finite, with no restriction on their sizes.

```lean
import Mathlib

open Matrix
open scoped ComplexOrder MatrixOrder

namespace BlochEffectiveHamiltonian

noncomputable section

variable {m n : Type*} [Fintype m] [DecidableEq m] [Fintype n]
```

The matrices have complex entries. An orthonormal basis is built into the formulas, because the undressed model states contribute the identity to $S$. The effective Hamiltonian is defined for any rectangular $X$, whether or not it solves the Bloch equation.

```lean
/-- The Bloch effective Hamiltonian `A + B X` on the model space. -/
def heff (A : Matrix m m ℂ) (B : Matrix m n ℂ) (X : Matrix n m ℂ) : Matrix m m ℂ :=
  A + B * X
```

The Bloch equation is a separate predicate. In Lean, `ᴴ` denotes the conjugate transpose, written $\dagger$ here and as a star in the comments of the code.

```lean
/-- The Bloch equation for the amplitudes `X` that map the model space to the external space. -/
def IsBloch (A : Matrix m m ℂ) (B : Matrix m n ℂ) (D : Matrix n n ℂ)
    (X : Matrix n m ℂ) : Prop :=
  Bᴴ + D * X = X * heff A B X
```

Next come the overlap matrix and its square root. `CFC.sqrt` is the square root supplied by the continuous functional calculus, so `root X` is the positive root of $S$ and not merely some matrix whose square is $S$.

```lean
/-- The overlap matrix `S = 1 + X* X` of the dressed model states. -/
def metric (X : Matrix n m ℂ) : Matrix m m ℂ := 1 + Xᴴ * X

/-- The positive square root `S^(1/2)` of the overlap matrix. -/
def root (X : Matrix n m ℂ) : Matrix m m ℂ := CFC.sqrt (metric X)
```

The des Cloizeaux Hamiltonian is the similarity transform $K$ from the derivation.

```lean
/-- The des Cloizeaux effective Hamiltonian `S^(1/2) Heff S^(-1/2)`. -/
def desCloizeaux (A : Matrix m m ℂ) (B : Matrix m n ℂ) (X : Matrix n m ℂ) :
    Matrix m m ℂ :=
  root X * heff A B X * (root X)⁻¹
```

## The Bloch equation as an invariance condition

In the first theorem, `fromBlocks` assembles $H$, and `fromRows` stacks the identity above $X$. The statement is an equivalence, and it needs no Hermiticity of $A$ or $D$.

```lean
/-- The Bloch equation holds exactly when the full block Hamiltonian maps the dressed model
states `(1, X)` to their own combinations with coefficients `Heff`. -/
theorem isBloch_iff_invariant (A : Matrix m m ℂ) (B : Matrix m n ℂ) (D : Matrix n n ℂ)
    (X : Matrix n m ℂ) :
    IsBloch A B D X ↔
      fromBlocks A B Bᴴ D * fromRows (1 : Matrix m m ℂ) X =
        fromRows (1 : Matrix m m ℂ) X * heff A B X := by
  rw [fromBlocks_mul_fromRows, fromRows_mul, fromRows_inj.eq_iff]
  simp [IsBloch, heff]
```

The rewrites carry out the block multiplication and compare upper and lower rows separately. The upper equation is true by definition, which leaves the Bloch equation for `simp` to recognise.

## Positivity and the square root

Positive definiteness holds for every $X$. The proof adds the positive definite identity to the positive semidefinite Gram matrix $X^\dagger X$, which is the inequality for $c^\dagger Sc$ in matrix form.

```lean
/-- The overlap matrix of the dressed model states is positive definite. -/
theorem metric_posDef (X : Matrix n m ℂ) : (metric X).PosDef :=
  Matrix.PosDef.one.add_posSemidef (posSemidef_conjTranspose_mul_self X)
```

The next theorem collects the three properties of $R$ used in the derivation: it is Hermitian, its square is $S$, and its determinant is invertible.

```lean
/-- The matrix `S^(1/2)` is Hermitian, squares to `S`, and is invertible. -/
theorem root_spec (X : Matrix n m ℂ) :
    (root X).IsHermitian ∧ root X * root X = metric X ∧ IsUnit (root X).det := by
  have hsq : root X * root X = metric X :=
    CFC.sqrt_mul_sqrt_self (metric X)
      (Matrix.nonneg_iff_posSemidef.mpr (metric_posDef X).posSemidef)
  refine ⟨(Matrix.nonneg_iff_posSemidef.mp (CFC.sqrt_nonneg (metric X))).isHermitian,
    hsq, ?_⟩
  -- a vanishing determinant of the root would make `S` singular
  rw [isUnit_iff_ne_zero]
  intro h0
  have hdet := (metric_posDef X).det_pos.ne'
  rw [← hsq, det_mul, h0, mul_zero] at hdet
  exact hdet rfl
```

The first two properties come from the functional calculus. For the third, $\det S=(\det R)^2$, so a vanishing $\det R$ would contradict $\det S>0$. This makes the `⁻¹` in `desCloizeaux` a genuine inverse.

## From the Bloch equation to a Hermitian product

The hypothesis `h : IsBloch A B D X` now enters. The proof expands $(1+X^\dagger X)H_{\mathrm{eff}}$, groups the second term as $X^\dagger(XH_{\mathrm{eff}})$, and uses the Bloch equation from right to left in the rewrite `← h'`.

```lean
/-- For a Bloch solution, `S Heff` is the full Hamiltonian evaluated between the dressed
model states. -/
theorem metric_mul_heff {A : Matrix m m ℂ} {B : Matrix m n ℂ} {D : Matrix n n ℂ}
    {X : Matrix n m ℂ} (h : IsBloch A B D X) :
    metric X * heff A B X = A + B * X + Xᴴ * Bᴴ + Xᴴ * D * X := by
  have h' : Bᴴ + D * X = X * heff A B X := h
  rw [metric, Matrix.add_mul, Matrix.one_mul, Matrix.mul_assoc, ← h', Matrix.mul_add,
    ← Matrix.mul_assoc Xᴴ D X, heff]
  abel
```

The right-hand side is the matrix of $H$ between dressed states. With $A$ and $D$ Hermitian, taking its adjoint only exchanges the two coupling terms. In the next proof `simp` computes the adjoint term by term, and `abel` restores the order of the sum.

```lean
/-- For Hermitian diagonal blocks and a Bloch solution, `S Heff` is Hermitian. -/
theorem metric_mul_heff_isHermitian {A : Matrix m m ℂ} {B : Matrix m n ℂ}
    {D : Matrix n n ℂ} {X : Matrix n m ℂ} (hA : A.IsHermitian) (hD : D.IsHermitian)
    (h : IsBloch A B D X) : (metric X * heff A B X).IsHermitian := by
  rw [metric_mul_heff h, Matrix.IsHermitian]
  simp only [conjTranspose_add, conjTranspose_mul, conjTranspose_conjTranspose, hA.eq,
    hD.eq, Matrix.mul_assoc]
  abel
```

## The four hermiticity statements

The main theorem assumes that $A$ and $D$ are Hermitian and that $X$ solves the Bloch equation. It concludes that $S$ is positive definite, that $SH_{\mathrm{eff}}$ and $K$ are Hermitian, and that $H_{\mathrm{eff}}$ is Hermitian if and only if it commutes with $X^\dagger X$. The off-diagonal blocks need no further hypothesis, since the lower one is `Bᴴ` by construction.

The solution $X$ is given, not constructed. The theorem does not say which eigenstates of $H$ it describes, and it does not cover amplitudes that satisfy the Bloch equation only approximately. Infinite-dimensional spaces and non-orthogonal basis sets also lie beyond its assumptions.

```lean
/-- For a Hermitian block Hamiltonian and a Bloch solution `X`, the overlap `S` is positive
definite, `S Heff` and the des Cloizeaux Hamiltonian are Hermitian, and `Heff` is Hermitian
if and only if it commutes with `X* X`. -/
theorem bloch_hermiticity {A : Matrix m m ℂ} {B : Matrix m n ℂ}
    {D : Matrix n n ℂ} {X : Matrix n m ℂ} (hA : A.IsHermitian) (hD : D.IsHermitian)
    (h : IsBloch A B D X) :
    (metric X).PosDef ∧ (metric X * heff A B X).IsHermitian ∧
      (desCloizeaux A B X).IsHermitian ∧
      ((heff A B X).IsHermitian ↔ Commute (heff A B X) (Xᴴ * X)) := by
  have hSH := metric_mul_heff_isHermitian hA hD h
  -- `Heff` is self-adjoint with respect to the metric `S`
  have e : metric X * heff A B X = (heff A B X)ᴴ * metric X := by
    have h1 := hSH.eq
    rw [conjTranspose_mul, (metric_posDef X).isHermitian.eq] at h1
    exact h1.symm
  refine ⟨metric_posDef X, hSH, ?_, ?_, ?_⟩
  · -- distribute the two factors of `S^(1/2)` over both sides
    obtain ⟨hR, hsq, hu⟩ := root_spec X
    have i1 := mul_nonsing_inv (root X) hu
    have i2 := nonsing_inv_mul (root X) hu
    rw [← hsq] at e
    rw [Matrix.IsHermitian, desCloizeaux, conjTranspose_mul, conjTranspose_mul,
      conjTranspose_nonsing_inv, hR.eq]
    calc (root X)⁻¹ * ((heff A B X)ᴴ * root X)
        = (root X)⁻¹ * ((heff A B X)ᴴ * (root X * root X)) * (root X)⁻¹ := by
          simp only [mul_assoc, i1, mul_one]
      _ = (root X)⁻¹ * (root X * root X * heff A B X) * (root X)⁻¹ := by rw [e]
      _ = ((root X)⁻¹ * root X) * (root X * heff A B X * (root X)⁻¹) := by
          simp only [mul_assoc]
      _ = root X * heff A B X * (root X)⁻¹ := by rw [i2, one_mul]
  · intro hH
    rw [hH.eq, metric, add_mul, mul_add, one_mul, mul_one] at e
    exact (add_left_cancel e).symm
  · intro hc
    -- commuting with `X* X` means commuting with `S`, which can be cancelled
    have h2 : (heff A B X)ᴴ * metric X = heff A B X * metric X := by
      rw [← e, metric, add_mul, mul_add, one_mul, mul_one, hc.eq]
    exact (metric_posDef X).isUnit.mul_right_cancel h2
```

The intermediate equation `e` is $SH_{\mathrm{eff}}=H_{\mathrm{eff}}^\dagger S$, and the last three parts of the proof all draw on the Hermiticity of $SH_{\mathrm{eff}}$ that it expresses.

For the des Cloizeaux form, the proof replaces $S$ by $R^2$ in `e` and computes the adjoint of $K$ as $R^{-1}H_{\mathrm{eff}}^\dagger R$. The `calc` chain inserts $RR^{-1}$ on the right, applies `e`, and removes $R^{-1}R$ on the left. This is the two-sided multiplication by $R^{-1}$, written as a sequence of equalities.

In the forward direction of the criterion, `add_left_cancel` removes the common term $H_{\mathrm{eff}}$. In the reverse direction, `h2` states that $H_{\mathrm{eff}}^\dagger S=H_{\mathrm{eff}}S$, and the invertibility of $S$ permits its cancellation.

For multireference calculations in a finite orthonormal basis with an exact Bloch solution, the result allows the non-Hermitian effective problem to be treated as a Hermitian one: either as the generalised problem $SH_{\mathrm{eff}}c=ESc$, or through $K$. The second form is convenient when the effective Hamiltonian is to be compared with a Hermitian model, such as a spin Hamiltonian.

## Equal spectra and a non-Hermitian example

The equality of characteristic polynomials holds for every $X$, because it uses only the invertibility of $R$. Cyclic exchange inside the characteristic polynomial brings $R^{-1}$ next to $R$, and the pair cancels.

```lean
/-- The des Cloizeaux and Bloch effective Hamiltonians have the same characteristic
polynomial. -/
theorem desCloizeaux_charpoly (A : Matrix m m ℂ) (B : Matrix m n ℂ) (X : Matrix n m ℂ) :
    (desCloizeaux A B X).charpoly = (heff A B X).charpoly := by
  rw [desCloizeaux, Matrix.charpoly_mul_comm, ← mul_assoc,
    nonsing_inv_mul (root X) (root_spec X).2.2, one_mul]
```

Equal characteristic polynomials mean equal eigenvalues with equal algebraic multiplicities. The link to the energies of $H$ comes from the invariance theorem, and so requires the Bloch equation.

The last theorem records the three-site chain. Its five parts state that $A$ and $D$ are Hermitian, that $X=(1\;\;0)$ solves the Bloch equation, that $H_{\mathrm{eff}}$ is the matrix at the start of the text, and that this matrix is not Hermitian. The hypotheses of the main theorem therefore do not force $H_{\mathrm{eff}}$ itself to be Hermitian. The proof checks matrix entries, and the final part compares the entries at positions $(0,1)$ and $(1,0)$, which are 1 and 2.

```lean
/-- A three-site chain with two model sites has the Bloch solution `X = (1, 0)`, and its
Bloch effective Hamiltonian is not Hermitian. -/
theorem bloch_hermiticity_witness :
    (!![0, 1; 1, 0] : Matrix (Fin 2) (Fin 2) ℂ).IsHermitian ∧
      (!![0] : Matrix (Fin 1) (Fin 1) ℂ).IsHermitian ∧
      IsBloch (!![0, 1; 1, 0] : Matrix (Fin 2) (Fin 2) ℂ) !![0; 1] !![0] !![1, 0] ∧
      heff (!![0, 1; 1, 0] : Matrix (Fin 2) (Fin 2) ℂ)
        (!![0; 1] : Matrix (Fin 2) (Fin 1) ℂ) !![1, 0] = !![0, 1; 2, 0] ∧
      ¬ (!![0, 1; 2, 0] : Matrix (Fin 2) (Fin 2) ℂ).IsHermitian := by
  refine ⟨?_, ?_, ?_, ?_, ?_⟩
  · ext i j
    fin_cases i <;> fin_cases j <;> simp
  · ext i j
    fin_cases i
    fin_cases j
    simp
  · unfold IsBloch heff
    ext i j
    fin_cases i
    fin_cases j <;> simp [Matrix.mul_apply, Fin.sum_univ_succ]
  · unfold heff
    ext i j
    fin_cases i <;> fin_cases j <;> norm_num [Matrix.mul_apply, Fin.sum_univ_succ]
  · intro h
    have h01 := h.apply 0 1
    norm_num at h01

end

end BlochEffectiveHamiltonian
```

```lean
#print axioms BlochEffectiveHamiltonian.isBloch_iff_invariant
#print axioms BlochEffectiveHamiltonian.bloch_hermiticity
#print axioms BlochEffectiveHamiltonian.desCloizeaux_charpoly
```

```
'BlochEffectiveHamiltonian.isBloch_iff_invariant' depends on axioms: [propext, Classical.choice, Quot.sound]
'BlochEffectiveHamiltonian.bloch_hermiticity' depends on axioms: [propext, Classical.choice, Quot.sound]
'BlochEffectiveHamiltonian.desCloizeaux_charpoly' depends on axioms: [propext, Classical.choice, Quot.sound]
```
